# A nonzero function with clusters of at most k sites is nonzero on at least 2^(N−k) of the 2^N spin configurations

## Two species on N sites

A binary alloy on $N$ fixed lattice sites has $2^N$ configurations $\sigma$, with $\sigma_i=+1$ if site $i$ holds species A and $\sigma_i=-1$ if it holds species B. A cluster $S$ is any set of sites, and its cluster function is
$$\Phi_S(\sigma)=\prod_{i\in S}\sigma_i,\qquad \Phi_\emptyset=1.$$
A cluster expansion writes a property of the alloy as $f(\sigma)=\sum_S J_S\Phi_S(\sigma)$ with real couplings $J_S$. The question is on how few configurations such a function can be nonzero when only small clusters occur.

In Lean the sites form a finite type `ι`, so $N$ is `Fintype.card ι`, and a spin is a unit of the integers, which is $1$ or $-1$.

```lean
import Mathlib

open Finset

namespace ClusterSupport

/-- A configuration assigns a spin `+1` or `-1` to every site. -/
abbrev Config (ι : Type*) := ι → ℤˣ

/-- The spin at site `i` as a real number. -/
def spin {ι : Type*} (σ : Config ι) (i : ι) : ℝ := ((σ i : ℤ) : ℝ)

/-- The cluster function of `S`: the product of the spins on the sites of `S`. -/
def clusterFn {ι : Type*} (S : Finset ι) (σ : Config ι) : ℝ := ∏ i ∈ S, spin σ i
```

The function that will attain the bound is $\prod_{i\in K}(1+\sigma_i)/2$ for a set $K$ of sites. It is called `allUp K`, and it equals 1 if every spin in $K$ is up and 0 otherwise.

```lean
/-- The product of `(1 + σ_i) / 2` over the sites of `K`. -/
noncomputable def allUp {ι : Type*} (K : Finset ι) (σ : Config ι) : ℝ :=
  ∏ i ∈ K, (1 + spin σ i) / 2
```

The next definition states the range condition: some choice of couplings reproduces $f$ and vanishes on every cluster of more than $k$ sites. Here $k$ limits the number of sites in a cluster, not their distance. Each cluster has its own coupling, and no lattice symmetry is imposed. `supportCount f` is the number of configurations with $f(\sigma)\neq0$.

```lean
variable {ι : Type*} [Fintype ι] [DecidableEq ι]

/-- The function `f` has a cluster expansion with real couplings `J S` in which only clusters
of at most `k` sites occur. -/
def HasClustersUpTo (k : ℕ) (f : Config ι → ℝ) : Prop :=
  ∃ J : Finset ι → ℝ, (∀ S, k < S.card → J S = 0) ∧
    ∀ σ, f σ = ∑ S, J S * clusterFn S σ

/-- The number of configurations on which `f` is nonzero. -/
noncomputable def supportCount (f : Config ι → ℝ) : ℕ :=
  (univ.filter fun σ => f σ ≠ 0).card
```

Two operations are needed: reversing one spin, and joining the spins of $\sigma$ on $S$ to a frozen environment $\tau$ outside $S$. The joined configuration is written $\sigma_S\tau$ below.

```lean
/-- Reverse the spin at site `i`. -/
def flipSpin (i : ι) (σ : Config ι) : Config ι := Function.update σ i (-σ i)

/-- The configuration that equals `σ` on `S` and the environment `τ` outside `S`. -/
def splice (S : Finset ι) (τ σ : Config ι) : Config ι := fun i => if i ∈ S then σ i else τ i

/-- There are `2 ^ N` configurations on `N` sites. -/
theorem card_config : Fintype.card (Config ι) = 2 ^ Fintype.card ι := by
  simp [Fintype.card_units_int]
```

The restriction to two species matters for the numbers. With three species, the indicator of species A on one site is a single-site function that is nonzero on only a third of the configurations, which is less than the fraction $1/2$ found below for $k=1$.

## Only clusters of at most k sites

Physically, the range condition says that the property is a sum of contributions from at most $k$ sites each; $k=2$ allows a constant, point terms and pairs. It is assumed, not derived. The step from this model to a real alloy is the claim that the alloy's energy is exactly such a sum.

By hand, the condition enters through a largest cluster. Let $S$ have $J_S\neq0$ and the greatest size among such clusters, so $|S|\le k$. Freeze an environment $\tau$ and sum against $\Phi_S$:
$$\sum_\sigma\Phi_S(\sigma)f(\sigma_S\tau)=\sum_T J_T\sum_\sigma\Phi_S(\sigma)\Phi_T(\sigma_S\tau).$$

- For $T=S$ the summand is $\Phi_S(\sigma)^2=1$, so this term gives $2^NJ_S$.
- For $T\neq S$ with $J_T\neq0$, we have $|T|\le|S|$. Then $S$ is not contained in $T$, since containment would force $T=S$. Take a site $i$ in $S$ but not in $T$. Reversing $\sigma_i$ changes the sign of $\Phi_S$ and leaves $\Phi_T(\sigma_S\tau)$ alone, so the configurations cancel in pairs.

The total is $2^NJ_S$.

The first two lemmas below are the sign change and the cancellation. The second one uses that `flipSpin i` is its own inverse, so summing over reversed configurations gives the same sum, which therefore equals its own negative.

```lean
omit [Fintype ι] in
/-- Reversing a spin inside a cluster reverses the sign of its cluster function. -/
theorem clusterFn_flipSpin {S : Finset ι} {i : ι} (hi : i ∈ S) (σ : Config ι) :
    clusterFn S (flipSpin i σ) = -clusterFn S σ := by
  have h1 : spin (flipSpin i σ) i = -spin σ i := by simp [spin, flipSpin]
  have h2 : ∏ j ∈ S.erase i, spin (flipSpin i σ) j = ∏ j ∈ S.erase i, spin σ j :=
    prod_congr rfl fun j hj => by
      simp [spin, flipSpin, Function.update_of_ne (ne_of_mem_erase hj)]
  unfold clusterFn
  rw [← mul_prod_erase S (spin (flipSpin i σ)) hi, ← mul_prod_erase S (spin σ) hi, h1, h2,
    neg_mul]

/-- A function that is odd under the reversal of one spin sums to zero over all
configurations. -/
theorem sum_eq_zero_of_odd (i : ι) (F : Config ι → ℝ)
    (hF : ∀ σ, F (flipSpin i σ) = -F σ) : ∑ σ, F σ = 0 := by
  have hinv : Function.Involutive (flipSpin i : Config ι → Config ι) := by
    intro σ
    funext j
    by_cases h : j = i
    · subst h
      simp [flipSpin]
    · simp [flipSpin, h]
  have h := hinv.bijective.sum_comp F
  simp only [hF, sum_neg_distrib] at h
  linarith
```

`sum_projection` is the displayed calculation. Its hypothesis `hmax` says that no cluster with nonzero coupling is larger than $S$, and the inner statement `key` treats the two cases.

```lean
/-- If no cluster with nonzero coupling is larger than `S`, then summing the expansion against
the cluster function of `S`, with the environment of `S` frozen, isolates the coupling `J S`. -/
theorem sum_projection (J : Finset ι → ℝ) (S : Finset ι) (τ : Config ι)
    (hmax : ∀ T, J T ≠ 0 → T.card ≤ S.card) :
    ∑ σ, clusterFn S σ * ∑ T, J T * clusterFn T (splice S τ σ)
      = 2 ^ Fintype.card ι * J S := by
  have key : ∀ T, ∑ σ, clusterFn S σ * (J T * clusterFn T (splice S τ σ))
      = if T = S then 2 ^ Fintype.card ι * J S else 0 := by
    intro T
    by_cases hT : T = S
    · rw [if_pos hT, hT]
      have h : ∀ σ, clusterFn S σ * (J S * clusterFn S (splice S τ σ)) = J S := by
        intro σ
        have h1 : clusterFn S (splice S τ σ) = clusterFn S σ :=
          prod_congr rfl fun i hi => by simp [spin, splice, hi]
        have h2 : clusterFn S σ * clusterFn S σ = 1 := by
          unfold clusterFn
          rw [← prod_mul_distrib]
          refine prod_eq_one fun i _ => ?_
          rcases Int.units_eq_one_or (σ i) with h | h <;> simp [spin, h]
        rw [h1]
        linear_combination J S * h2
      rw [sum_congr rfl fun σ _ => h σ, sum_const, card_univ, card_config, nsmul_eq_mul,
        Nat.cast_pow, Nat.cast_ofNat]
    · rw [if_neg hT]
      by_cases hJ : J T = 0
      · simp [hJ]
      -- some site of S lies outside T, and reversing its spin changes the sign
      have hsub : ¬ S ⊆ T := fun h => hT (eq_of_subset_of_card_le h (hmax T hJ)).symm
      obtain ⟨i, hiS, hiT⟩ := not_subset.mp hsub
      refine sum_eq_zero_of_odd i _ fun σ => ?_
      have h : clusterFn T (splice S τ (flipSpin i σ)) = clusterFn T (splice S τ σ) :=
        prod_congr rfl fun j hj => by
          have hji : j ≠ i := fun h => hiT (h ▸ hj)
          simp [spin, splice, flipSpin, hji]
      rw [clusterFn_flipSpin hiS, h]
      ring
  simp_rw [mul_sum]
  rw [sum_comm, sum_congr rfl fun T _ => key T]
  simp
```

If larger clusters are admitted here, the isolation of $J_S$ can fail: for $f=\sigma_1$ and $S=\emptyset$ the sum is $2^N\tau_1$, although $J_\emptyset=0$. The bound itself can also fail if larger clusters enter. On two sites, $(1+\sigma_1)(1+\sigma_2)/4$ contains one pair cluster and is nonzero on one configuration, while the bound for $k=1$ demands two.

## A function that is not identically zero

The hypothesis `f ≠ 0` says that $f$ differs from zero on at least one configuration. If $f$ is the difference between two models of the energy, it says that the models are not the same.

By hand, it guarantees that some coupling is nonzero, so that a largest $S$ exists. Since $2^NJ_S\neq0$, the function $\sigma\mapsto f(\sigma_S\tau)$ cannot vanish for every $\sigma$. Each of the $2^{N-|S|}$ environments therefore admits a configuration with $f\neq0$, and different environments give different configurations. Hence
$$2^N=2^{|S|}\,2^{N-|S|}\le 2^k\cdot\#\{\sigma: f(\sigma)\neq0\}.$$

The theorem is stated in this multiplied form, which makes sense for every $k$. In the proof, `hne` supplies a nonzero coupling and `exists_max_image` picks $S$. The step `hex` finds a configuration for each environment, by contradiction with `sum_projection`. Then `hs` restricts the configurations with $f\neq0$ to the complement of $S$ and shows that every environment is reached, from which `hcount` follows.

```lean
/-- A nonzero function on `N` sites whose clusters have at most `k` sites is nonzero on at least
a fraction `1 / 2 ^ k` of the `2 ^ N` configurations. -/
theorem two_pow_le_supportCount {k : ℕ} {f : Config ι → ℝ}
    (hf : HasClustersUpTo k f) (h0 : f ≠ 0) :
    2 ^ Fintype.card ι ≤ 2 ^ k * supportCount f := by
  obtain ⟨J, hJ, hfJ⟩ := hf
  have hne : (univ.filter fun S => J S ≠ 0).Nonempty := by
    by_contra h
    have hz : ∀ S, J S = 0 := fun S => by_contra fun hS => h ⟨S, by simpa using hS⟩
    exact h0 (funext fun σ => by simp [hfJ, hz])
  -- a largest cluster with nonzero coupling
  obtain ⟨S, hS, hmax⟩ := exists_max_image _ Finset.card hne
  have hS0 : J S ≠ 0 := (mem_filter.mp hS).2
  have hSk : S.card ≤ k := by
    by_contra h
    exact hS0 (hJ S (not_le.mp h))
  -- every environment of S admits a configuration with f nonzero
  have hex : ∀ τ : Config ι, ∃ ρ, f ρ ≠ 0 ∧ ∀ i, i ∉ S → ρ i = τ i := by
    intro τ
    by_contra hno
    have hz : ∀ σ, f (splice S τ σ) = 0 := fun σ =>
      by_contra fun h => hno ⟨_, h, fun i hi => by simp [splice, hi]⟩
    have hp := sum_projection J S τ fun T hT => hmax T (by simpa using hT)
    simp only [← hfJ, hz, mul_zero, sum_const_zero] at hp
    exact mul_ne_zero (by positivity) hS0 hp.symm
  have hs : (univ : Finset (Config ↥Sᶜ)) ⊆
      (univ.filter fun σ => f σ ≠ 0).image fun σ (i : ↥Sᶜ) => σ i := by
    intro τ _
    obtain ⟨ρ, hρ, heq⟩ := hex fun i => if h : i ∈ Sᶜ then τ ⟨i, h⟩ else 1
    refine mem_image.mpr ⟨ρ, by simpa using hρ, ?_⟩
    funext i
    exact (heq i (mem_compl.mp i.2)).trans (dif_pos i.2)
  have hcount : 2 ^ (Fintype.card ι - S.card) ≤ supportCount f := by
    have h := (card_le_card hs).trans card_image_le
    rwa [card_univ, card_config, Fintype.card_coe, card_compl] at h
  calc 2 ^ Fintype.card ι = 2 ^ S.card * 2 ^ (Fintype.card ι - S.card) := by
        rw [← pow_add, Nat.add_sub_cancel' (card_le_univ S)]
    _ ≤ 2 ^ k * supportCount f :=
        Nat.mul_le_mul (Nat.pow_le_pow_right (by norm_num) hSk) hcount
```

Without the hypothesis the statement is false: the zero function satisfies the range condition for every $k$ and is nonzero nowhere.

For $k=2$ the theorem says that two energy models with at most pair clusters, if they are not the same function, disagree on at least a quarter of the $2^N$ configurations. The fraction is taken over all $2^N$ configurations, with all compositions of the alloy counted together. At one fixed composition two different models can agree everywhere: the models $\sum_i\sigma_i$ and $M$, with $M$ a constant, coincide on all configurations with $\sum_i\sigma_i=M$.

## No more cluster sites than lattice sites

The condition $k\le N$ says that a cluster of $k$ sites fits on the lattice. It is used to show that the bound is attained. Choose $K$ with $|K|=k$ and expand:
$$\prod_{i\in K}\frac{1+\sigma_i}{2}=\frac1{2^k}\sum_{T\subseteq K}\Phi_T(\sigma).$$
Only clusters inside $K$ occur, so none has more than $k$ sites. The product is nonzero exactly when all spins in $K$ are up. The other $N-k$ spins are free, which leaves $2^{N-k}$ configurations.

The three lemmas prove these facts in the same order. The expansion comes from `prod_add`, and the count comes from writing the configurations as a product of one allowed set per site: $\{1\}$ on $K$ and both values elsewhere.

```lean
/-- The product of `(1 + σ_i) / 2` over `K` contains only clusters of at most `|K|` sites. -/
theorem allUp_hasClusters (K : Finset ι) : HasClustersUpTo K.card (allUp K) := by
  refine ⟨fun T => if T ⊆ K then (1 / 2) ^ K.card else 0, fun T hT => ?_, fun σ => ?_⟩
  · exact if_neg fun h => not_le_of_gt hT (card_le_card h)
  · have hadd : ∏ i ∈ K, (spin σ i + 1) = ∑ T ∈ K.powerset, clusterFn T σ := by
      rw [prod_add]
      simp only [prod_const_one, mul_one, clusterFn]
    have hpow : K.powerset = univ.filter fun T => T ⊆ K := by
      ext T
      simp
    calc allUp K σ = ∏ i ∈ K, (1 / 2) * (spin σ i + 1) :=
          prod_congr rfl fun i _ => by ring
      _ = (1 / 2) ^ K.card * ∑ T ∈ K.powerset, clusterFn T σ := by
          rw [prod_mul_distrib, prod_const, hadd]
      _ = ∑ T, (if T ⊆ K then (1 / 2) ^ K.card else 0) * clusterFn T σ := by
          rw [mul_sum, hpow, sum_filter]
          refine sum_congr rfl fun T _ => ?_
          split_ifs <;> simp

omit [Fintype ι] [DecidableEq ι] in
/-- The product of `(1 + σ_i) / 2` over `K` is nonzero exactly when all spins in `K` are `+1`. -/
theorem allUp_ne_zero_iff (K : Finset ι) (σ : Config ι) :
    allUp K σ ≠ 0 ↔ ∀ i ∈ K, σ i = 1 := by
  have hne : (-1 : ℤˣ) ≠ 1 := by decide
  unfold allUp
  rw [prod_ne_zero_iff]
  refine forall₂_congr fun i _ => ?_
  rcases Int.units_eq_one_or (σ i) with h | h
  · norm_num [spin, h]
  · simp [spin, h, hne]

/-- The product of `(1 + σ_i) / 2` over `K` is nonzero on exactly `2 ^ (N - |K|)`
configurations. -/
theorem supportCount_allUp (K : Finset ι) :
    supportCount (allUp K) = 2 ^ (Fintype.card ι - K.card) := by
  have hset : (univ.filter fun σ => allUp K σ ≠ 0) =
      Fintype.piFinset fun i => if i ∈ K then ({1} : Finset ℤˣ) else univ := by
    ext σ
    simp only [mem_filter, mem_univ, true_and, Fintype.mem_piFinset]
    rw [allUp_ne_zero_iff]
    refine forall_congr' fun i => ?_
    by_cases hi : i ∈ K
    · simp [hi]
    · rw [if_neg hi]
      exact ⟨fun _ => mem_univ _, fun _ h => absurd h hi⟩
  have hc : ∀ i, (if i ∈ K then ({1} : Finset ℤˣ) else univ).card
      = if i ∈ Kᶜ then 2 else 1 := by
    intro i
    by_cases hi : i ∈ K <;> simp [hi]
  unfold supportCount
  rw [hset, Fintype.card_piFinset, prod_congr rfl fun i _ => hc i, prod_ite_mem, univ_inter,
    prod_const, card_compl]
```

`IsLeast` then says two things: the value $2^{N-k}$ occurs for some nonzero $f$ that satisfies the range condition, and no such $f$ has a smaller count. In the proof, `hk` provides the set $K$ for the first part and lets a factor $2^k$ be cancelled from the general bound for the second.

```lean
/-- For `k ≤ N`, the least number of configurations on which a nonzero function with clusters of
at most `k` sites can be nonzero is `2 ^ (N - k)`. -/
theorem isLeast_supportCount {k : ℕ} (hk : k ≤ Fintype.card ι) :
    IsLeast {m | ∃ f : Config ι → ℝ, HasClustersUpTo k f ∧ f ≠ 0 ∧ supportCount f = m}
      (2 ^ (Fintype.card ι - k)) := by
  constructor
  · obtain ⟨K, _, hK⟩ := exists_subset_card_eq (s := (univ : Finset ι)) (n := k)
      (by rwa [card_univ])
    subst hK
    refine ⟨allUp K, allUp_hasClusters K, fun h => ?_, supportCount_allUp K⟩
    exact (allUp_ne_zero_iff K 1).mpr (fun _ _ => rfl) (congrFun h 1)
  · rintro m ⟨f, hf, h0, rfl⟩
    have h := two_pow_le_supportCount hf h0
    rw [← Nat.add_sub_cancel' hk, pow_add] at h
    simpa using Nat.le_of_mul_le_mul_left h (by positivity)
```

For $k>N$ there is no set $K$ of $k$ sites, and $2^{N-k}$ is a fraction that no count can equal. On one site with $k=2$ it would be $1/2$, whereas the least count is 1. Subtraction of natural numbers in Lean stops at zero, so the Lean expression would then read 1.

## Fewer than 2^N/2^k unseen configurations

Suppose that two functions $f$ and $g$, both with clusters of at most $k$ sites, agree on a set $A$ of configurations. The hypothesis `hcard` says that fewer than $2^N/2^k$ configurations lie outside $A$. The conclusion is that $f=g$ everywhere.

By hand, $f-g$ has couplings $J_S-L_S$, where $J$ and $L$ are the couplings of $f$ and $g$, so it satisfies the same range condition. It can be nonzero only outside $A$. If it were not the zero function, the bound would require at least $2^N/2^k$ configurations there, which contradicts `hcard`. The proof follows these lines: `hd` is the range condition for the difference, and `hle` confines its nonzero values.

```lean
/-- Two functions with clusters of at most `k` sites are equal if they agree on a set `A` of
configurations that misses fewer than `2 ^ N / 2 ^ k` of them. -/
theorem eq_of_agree {k : ℕ} {f g : Config ι → ℝ} (hf : HasClustersUpTo k f)
    (hg : HasClustersUpTo k g) (A : Finset (Config ι)) (hA : ∀ σ ∈ A, f σ = g σ)
    (hcard : 2 ^ k * Aᶜ.card < 2 ^ Fintype.card ι) : f = g := by
  by_contra hne
  have hd : HasClustersUpTo k (f - g) := by
    obtain ⟨J, hJ, hfJ⟩ := hf
    obtain ⟨L, hL, hgL⟩ := hg
    refine ⟨fun S => J S - L S, fun S hS => by simp [hJ S hS, hL S hS], fun σ => ?_⟩
    simp only [Pi.sub_apply, hfJ, hgL, sub_mul, sum_sub_distrib]
  -- the difference can be nonzero only outside A
  have hle : supportCount (f - g) ≤ Aᶜ.card := by
    refine card_le_card fun σ hσ => mem_compl.mpr fun hσA => ?_
    exact (mem_filter.mp hσ).2 (sub_eq_zero.mpr (hA σ hσA))
  have h := two_pow_le_supportCount hd (sub_ne_zero.mpr hne)
  exact not_le_of_gt hcard (h.trans (Nat.mul_le_mul_left _ hle))

end ClusterSupport
```

The strict inequality cannot be relaxed to allow equality. On two sites with $k=1$, the functions $(1+\sigma_1)/2$ and $0$ agree on the two configurations with $\sigma_1=-1$ and differ on the other two, which is exactly $2^N/2^k$.

The agreement on $A$ must be exact, so the theorem gives no error estimate for couplings fitted to noisy energies. It holds for every set $A$ of sufficient size; a well-chosen smaller set may also fix the function.

```lean
#print axioms ClusterSupport.isLeast_supportCount
-- 'ClusterSupport.isLeast_supportCount' depends on axioms: [propext, Classical.choice, Quot.sound]
#print axioms ClusterSupport.eq_of_agree
-- 'ClusterSupport.eq_of_agree' depends on axioms: [propext, Classical.choice, Quot.sound]
```
